# Pseudo couplings with the overlap term give the all-electron second-order shift of a non-degenerate level

Put the couplings of a PAW or ultrasoft calculation into the ordinary second-order formula, and the shift of a level can come out depending on the transformation between pseudo and all-electron states, which no physical energy may do. The missing piece is an overlap term.

Let $t$ be an atomic displacement and $H_0+tV+t^2W$ the all-electron Hamiltonian to second order, with $H_0$ diagonal and levels $e_m$. Let $T(t)=1+tA+t^2B$ be the transformation to the same order, taken relative to the one at $t=0$, and let $G_1,G_2$ be the $t$ and $t^2$ coefficients of $T^\dagger(H_0-e_n+tV+t^2W)T$. For Hermitian $V$ and non-degenerate level $n$,

$$(G_2)_{nn}-V_{nn}(A+A^\dagger)_{nn}+\sum_{m\ne n}\frac{|(G_1)_{mn}|^2}{e_n-e_m}=W_{nn}+\sum_{m\neq n}\frac{|V_{mn}|^2}{e_n-e_m}.$$

Without the overlap term the shift is wrong by $2V_{nn}\,\mathrm{Re}\,A_{nn}$.

## The displaced Hamiltonian and its transformation

In Lean 4 with Mathlib:

```lean
import Mathlib

open Matrix

namespace PAWSecondOrder

noncomputable section

variable {ι : Type*} [Fintype ι] [DecidableEq ι]
```

The type `ι` labels the states. It is finite, so operators are complex matrices `Matrix ι ι ℂ`, and `V m n` is $V_{mn}$.

```lean
/-- The unperturbed Hamiltonian `H₀ - eₙ` in its eigenbasis, measured from level `n`. -/
def offset (e : ι → ℝ) (n : ι) : Matrix ι ι ℂ :=
  Matrix.diagonal fun m => (e m : ℂ) - e n
```

This is $D=H_0-e_n$, a diagonal matrix with entries $e_m-e_n$. Its entry for level $n$ is zero.

```lean
/-- The displacement-dependent transformation `T(t) = 1 + t A + t² B`. -/
def transform (A B : Matrix ι ι ℂ) (t : ℝ) : Matrix ι ι ℂ :=
  1 + (t : ℂ) • A + (t : ℂ) ^ 2 • B
```

This is $T(t)$. A PAW transformation $\mathcal T(t)$ is not 1 at the reference geometry, so $T(t)$ stands for $\mathcal T(t)\mathcal T(0)^{-1}$. Matrix elements of $T^\dagger HT$ between all-electron states at $t=0$ are then those of the pseudo Hamiltonian $\mathcal T^\dagger H\mathcal T$ between the corresponding pseudo states.

```lean
/-- The transformed operator `T(t)ᴴ (H₀ - eₙ + t V + t² W) T(t)`. -/
def pencil (e : ι → ℝ) (n : ι) (V W A B : Matrix ι ι ℂ) (t : ℝ) : Matrix ι ι ℂ :=
  (transform A B t)ᴴ * (offset e n + (t : ℂ) • V + (t : ℂ) ^ 2 • W) * transform A B t
```

The superscript `ᴴ` is the adjoint $\dagger$. The transformed operator is $T^\dagger(D+tV+t^2W)T$.

```lean
/-- The first-order pseudo coupling matrix. -/
def G₁ (e : ι → ℝ) (n : ι) (V A : Matrix ι ι ℂ) : Matrix ι ι ℂ :=
  V + Aᴴ * offset e n + offset e n * A
```

$G_1=V+A^\dagger D+DA$.

```lean
/-- The second-order pseudo coupling matrix. -/
def G₂ (e : ι → ℝ) (n : ι) (V W A B : Matrix ι ι ℂ) : Matrix ι ι ℂ :=
  W + Aᴴ * V + V * A + Aᴴ * offset e n * A + Bᴴ * offset e n + offset e n * B
```

$G_2=W+A^\dagger V+VA+A^\dagger DA+B^\dagger D+DB$. So far both are only definitions; the expansion below ties them to $T$.

```lean
/-- First- and second-order energies `E₁`, `E₂` for which the generalized eigenvalue equation,
with couplings `G`, `K` and overlap derivative `S`, can be solved through second order
starting from state `n`; `c` and `d` are the first- and second-order state corrections. -/
def IsLevelShift (e : ι → ℝ) (n : ι) (G K S : Matrix ι ι ℂ) (E₁ E₂ : ℂ) : Prop :=
  ∃ c d : ι → ℂ,
    (∀ m, ((e m : ℂ) - e n) * c m + G m n = if m = n then E₁ else 0) ∧
    ∀ m, ((e m : ℂ) - e n) * d m + ∑ k, G m k * c k + K m n
      = E₁ * (c m + S m n) + if m = n then E₂ else 0
```

Let $u$ be the basis vector of state $n$. Through second order, the generalized eigenproblem is

$$(D+tG+t^2K)(u+tc+t^2d)=(tE_1+t^2E_2)(1+tS)(u+tc+t^2d).$$

The two lines of the definition are its $t$ and $t^2$ coefficients, component by component. `IsLevelShift` says that some corrections $c,d$ solve them. Energies are measured from $e_n$, so the right side starts at order $t$ and the second-order overlap is not needed.

## Reading off the coefficients

```lean
omit [Fintype ι] in
lemma transform_adjoint (A B : Matrix ι ι ℂ) (t : ℝ) :
    (transform A B t)ᴴ = 1 + (t : ℂ) • Aᴴ + (t : ℂ) ^ 2 • Bᴴ := by
  simp [transform, conjTranspose_smul]
```

A `lemma` or `theorem` gives its statement after the colon and its proof after `:=`. This one says $T^\dagger=1+tA^\dagger+t^2B^\dagger$, because $t$ is real.

```lean
/-- `G₁` and `G₂` are the `t` and `t²` coefficients of the transformed operator. -/
theorem pencil_expansion (e : ι → ℝ) (n : ι) (V W A B : Matrix ι ι ℂ) :
    ∃ R₃ R₄ R₅ R₆ : Matrix ι ι ℂ, ∀ t : ℝ, pencil e n V W A B t =
      offset e n + (t : ℂ) • G₁ e n V A + (t : ℂ) ^ 2 • G₂ e n V W A B
        + (t : ℂ) ^ 3 • R₃ + (t : ℂ) ^ 4 • R₄ + (t : ℂ) ^ 5 • R₅ + (t : ℂ) ^ 6 • R₆ := by
  refine ⟨Aᴴ * W + W * A + Aᴴ * V * A + Bᴴ * V + V * B + Aᴴ * offset e n * B
      + Bᴴ * offset e n * A,
    Bᴴ * W + W * B + Aᴴ * W * A + Bᴴ * V * A + Aᴴ * V * B + Bᴴ * offset e n * B,
    Bᴴ * W * A + Aᴴ * W * B + Bᴴ * V * B, Bᴴ * W * B, fun t => ?_⟩
  rw [pencil, transform_adjoint]
  simp only [transform, G₁, G₂, Matrix.add_mul, Matrix.mul_add, Matrix.smul_mul,
    Matrix.mul_smul, Matrix.one_mul, Matrix.mul_one, Matrix.mul_assoc]
  module
```

Multiply out the three factors. Order $t$ takes one first-order factor: $V$, $A^\dagger D$ or $DA$. Order $t^2$ gives the six terms of $G_2$. The theorem supplies fixed matrices for orders three to six, and equality holds for every real $t$. The `simp only` line multiplies out, and `module` compares the collected terms.

```lean
/-- The overlap `T(t)ᴴ T(t)` has the linear coefficient `A + Aᴴ`. -/
theorem overlap_expansion (A B : Matrix ι ι ℂ) :
    ∃ R₂ R₃ R₄ : Matrix ι ι ℂ, ∀ t : ℝ, (transform A B t)ᴴ * transform A B t =
      1 + (t : ℂ) • (A + Aᴴ) + (t : ℂ) ^ 2 • R₂ + (t : ℂ) ^ 3 • R₃ + (t : ℂ) ^ 4 • R₄ := by
  refine ⟨B + Bᴴ + Aᴴ * A, Aᴴ * B + Bᴴ * A, Bᴴ * B, fun t => ?_⟩
  rw [transform_adjoint]
  simp only [transform, Matrix.add_mul, Matrix.mul_add, Matrix.smul_mul,
    Matrix.mul_smul, Matrix.one_mul, Matrix.mul_one]
  module
```

In the same way $T^\dagger T=1+t(A+A^\dagger)+\dots$, so $A+A^\dagger$ is the $S$ of the eigenproblem. The coupling $G_1$ already contains $-e_n(A+A^\dagger)$, from the $-e_n$ in the transformed operator. The overlap term in the second-order formula, $-V_{nn}(A+A^\dagger)_{nn}$, is a further one.

```lean
/-- The pseudo coupling of state `n` to state `m` differs from the all-electron one by
the energy difference times `A`. -/
theorem G₁_apply (e : ι → ℝ) (n m : ι) (V A : Matrix ι ι ℂ) :
    G₁ e n V A m n = V m n + ((e m : ℂ) - e n) * A m n := by
  simp [G₁, offset, Matrix.mul_diagonal, Matrix.diagonal_mul]
```

In column $n$, $A^\dagger D$ vanishes because $D_{nn}=0$. What remains is $(G_1)_{mn}=V_{mn}+(e_m-e_n)A_{mn}$.

```lean
/-- The diagonal second-order coupling of level `n` does not contain `B`. -/
theorem G₂_diag (e : ι → ℝ) (n : ι) (V W A B : Matrix ι ι ℂ) :
    G₂ e n V W A B n n = W n n + ∑ m, (star (A m n) * V m n + V n m * A m n
      + star (A m n) * ((e m : ℂ) - e n) * A m n) := by
  have h1 : (Aᴴ * V) n n = ∑ m, star (A m n) * V m n := by
    simp only [Matrix.mul_apply, conjTranspose_apply]
  have h2 : (V * A) n n = ∑ m, V n m * A m n := Matrix.mul_apply
  have h3 : (Aᴴ * offset e n * A) n n
      = ∑ m, star (A m n) * ((e m : ℂ) - e n) * A m n := by
    rw [Matrix.mul_apply]
    simp only [offset, Matrix.mul_diagonal, conjTranspose_apply]
  have h4 : (Bᴴ * offset e n) n n = 0 := by simp [offset, Matrix.mul_diagonal]
  have h5 : (offset e n * B) n n = 0 := by simp [offset, Matrix.diagonal_mul]
  simp only [G₂, Matrix.add_apply, h1, h2, h3, h4, h5, Finset.sum_add_distrib]
  ring
```

The same zero removes both $B$ terms:

$$(G_2)_{nn}=W_{nn}+\sum_m\left[A_{mn}^*V_{mn}+V_{nm}A_{mn}+(e_m-e_n)|A_{mn}|^2\right].$$

The steps `h1` to `h5` evaluate the products one at a time.

## The terms in A cancel

```lean
lemma norm_sq_eq (z : ℂ) : (‖z‖ : ℂ) ^ 2 = star z * z := by
  have h := Complex.mul_conj z
  rw [Complex.normSq_eq_norm_sq, Complex.ofReal_pow] at h
  exact h.symm.trans (mul_comm _ _)
```

This is $|z|^2=z^*z$, with `star` for complex conjugation.

```lean
omit [Fintype ι] [DecidableEq ι] in
lemma gap_ne {e : ι → ℝ} {n m : ι} (hn : ∀ m, m ≠ n → e m ≠ e n) (hm : m ≠ n) :
    (e n : ℂ) - e m ≠ 0 :=
  sub_ne_zero.mpr (by exact_mod_cast (hn m hm).symm)
```

The hypothesis `hn` says that no other state shares the energy of level $n$. The denominators are then nonzero. Other levels may be degenerate among themselves.

```lean
/-- For a non-degenerate level `n` and Hermitian `V`, the second-order expression in pseudo
couplings, with its overlap term, equals the all-electron one. -/
theorem second_order_invariance {e : ι → ℝ} {n : ι} {V : Matrix ι ι ℂ}
    (hV : V.IsHermitian) (hn : ∀ m, m ≠ n → e m ≠ e n) (W A B : Matrix ι ι ℂ) :
    G₂ e n V W A B n n - V n n * (A + Aᴴ) n n
        + ∑ m ∈ Finset.univ.erase n, (‖G₁ e n V A m n‖ : ℂ) ^ 2 / ((e n : ℂ) - e m)
      = W n n + ∑ m ∈ Finset.univ.erase n, (‖V m n‖ : ℂ) ^ 2 / ((e n : ℂ) - e m) := by
  have hr : ∀ x : ℝ, star (x : ℂ) = x := Complex.conj_ofReal
  -- for each other state the terms containing `A` cancel
  have key : ∑ m ∈ Finset.univ.erase n, (star (A m n) * V m n + V n m * A m n
        + star (A m n) * ((e m : ℂ) - e n) * A m n)
      + ∑ m ∈ Finset.univ.erase n, (‖G₁ e n V A m n‖ : ℂ) ^ 2 / ((e n : ℂ) - e m)
      = ∑ m ∈ Finset.univ.erase n, (‖V m n‖ : ℂ) ^ 2 / ((e n : ℂ) - e m) := by
    rw [← Finset.sum_add_distrib]
    refine Finset.sum_congr rfl fun m hm => ?_
    have hd := gap_ne hn (Finset.ne_of_mem_erase hm)
    have hs : (e m : ℂ) - e n = -((e n : ℂ) - e m) := by ring
    rw [norm_sq_eq, norm_sq_eq, G₁_apply, ← hV.apply n m]
    simp only [star_add, star_mul', star_sub, hr]
    rw [hs]
    generalize (e n : ℂ) - e m = d at hd ⊢
    field_simp
    ring
  -- the remaining diagonal term is the overlap correction
  rw [G₂_diag, ← Finset.add_sum_erase Finset.univ _ (Finset.mem_univ n)]
  simp only [Matrix.add_apply, conjTranspose_apply]
  linear_combination key
```

This is the displayed identity; `Finset.univ.erase n` means all states except $n$. Write $\Delta_m=e_n-e_m$. For $m\neq n$,

$$\frac{|V_{mn}-\Delta_mA_{mn}|^2}{\Delta_m}=\frac{|V_{mn}|^2}{\Delta_m}-A_{mn}^*V_{mn}-V_{mn}^*A_{mn}+\Delta_m|A_{mn}|^2.$$

Since $V_{mn}^*=V_{nm}$, the last three terms cancel the $m$ term of $(G_2)_{nn}$. The $m=n$ term there is $V_{nn}(A+A^\dagger)_{nn}$, which the overlap correction removes. Since $(G_2)_{nn}$ contains the terms of every state, cutting off the sum over $m$ at some band leaves those of the omitted states uncancelled.

In the proof, `key` is the cancellation for $m\ne n$: `field_simp` clears the denominator and `ring` checks the algebra. The last lines split off $m=n$.

Hermiticity of $V$, natural for the derivative of a Hermitian Hamiltonian, matters. Take two states with $e_n=0$, $e_m=1$, let $V_{nm}=A_{mn}=1$, and set all other entries of $V,A,W,B$ to zero. Then $(G_2)_{nn}=2$ and $(G_1)_{mn}=1$, so the left side is $2-1=1$, while the right side is $0$.

With a single state the sums are empty, and the identity reads $W+V(A+A^*)-V(A+A^*)=W$.

## The expression is the second-order energy

```lean
lemma coupling_sum {e : ι → ℝ} {n : ι} {G : Matrix ι ι ℂ} (hG : G.IsHermitian)
    (hn : ∀ m, m ≠ n → e m ≠ e n) {c : ι → ℂ}
    (hc : ∀ m, m ≠ n → ((e n : ℂ) - e m) * c m = G m n) :
    ∑ k, G n k * c k = G n n * c n
      + ∑ m ∈ Finset.univ.erase n, (‖G m n‖ : ℂ) ^ 2 / ((e n : ℂ) - e m) := by
  rw [← Finset.add_sum_erase Finset.univ _ (Finset.mem_univ n)]
  refine congrArg (G n n * c n + ·) (Finset.sum_congr rfl fun m hm => ?_)
  have hm' := Finset.ne_of_mem_erase hm
  rw [norm_sq_eq, ← hG.apply n m, eq_div_iff (gap_ne hn hm')]
  linear_combination star (G m n) * hc m hm'
```

If $\Delta_mc_m=G_{mn}$ for $m\neq n$ and $G$ is Hermitian, then $\sum_kG_{nk}c_k=G_{nn}c_n+\sum_{m\ne n}|G_{mn}|^2/\Delta_m$.

```lean
omit [Fintype ι] [DecidableEq ι] in
lemma exists_response {e : ι → ℝ} {n : ι} (hn : ∀ m, m ≠ n → e m ≠ e n) (r : ι → ℂ) :
    ∃ c : ι → ℂ, ∀ m, m ≠ n → ((e n : ℂ) - e m) * c m = r m := by
  refine ⟨fun m => r m / ((e n : ℂ) - e m), fun m hm => ?_⟩
  have hd := gap_ne hn hm
  field_simp
```

Equations $\Delta_mc_m=r_m$ for $m\ne n$ are solved by division.

```lean
/-- For a non-degenerate level and Hermitian first-order coupling, the perturbation equations
are solvable exactly when `E₁` and `E₂` have the values given here. -/
theorem isLevelShift_iff {e : ι → ℝ} {n : ι} {G : Matrix ι ι ℂ} (hG : G.IsHermitian)
    (hn : ∀ m, m ≠ n → e m ≠ e n) (K S : Matrix ι ι ℂ) (E₁ E₂ : ℂ) :
    IsLevelShift e n G K S E₁ E₂ ↔ E₁ = G n n ∧ E₂ = K n n - G n n * S n n
      + ∑ m ∈ Finset.univ.erase n, (‖G m n‖ : ℂ) ^ 2 / ((e n : ℂ) - e m) := by
  constructor
  · rintro ⟨c, d, h1, h2⟩
    have hE : E₁ = G n n := by
      have h := h1 n
      rw [if_pos rfl] at h
      linear_combination -h
    have hc : ∀ m, m ≠ n → ((e n : ℂ) - e m) * c m = G m n := fun m hm => by
      have h := h1 m
      rw [if_neg hm] at h
      linear_combination -h
    -- project the second-order equation on state `n`
    have h := h2 n
    rw [if_pos rfl, coupling_sum hG hn hc] at h
    exact ⟨hE, by linear_combination -h - (c n + S n n) * hE⟩
  · rintro ⟨rfl, rfl⟩
    -- build the state corrections from the energy denominators
    obtain ⟨c, hc⟩ := exists_response hn (fun m => G m n)
    obtain ⟨d, hd⟩ := exists_response hn
      (fun m => ∑ k, G m k * c k + K m n - G n n * (c m + S m n))
    refine ⟨c, d, fun m => ?_, fun m => ?_⟩
    · rcases eq_or_ne m n with hm | hm
      · rw [hm, if_pos rfl]
        ring
      · rw [if_neg hm]
        linear_combination -(hc m hm)
    · rcases eq_or_ne m n with hm | hm
      · rw [hm, if_pos rfl, coupling_sum hG hn hc]
        ring
      · rw [if_neg hm]
        linear_combination -(hd m hm)
```

The first-order equation gives $E_1=G_{nn}$ at $m=n$, and $c_m=G_{mn}/\Delta_m$ elsewhere. The second-order equation at $m=n$ is

$$G_{nn}c_n+\sum_{m\neq n}\frac{|G_{mn}|^2}{\Delta_m}+K_{nn}=E_1(c_n+S_{nn})+E_2.$$

The free component $c_n$ drops out, leaving the stated $E_2$. Conversely, with these energies the $m=n$ equations hold, and the others are solved for $c_m$ and $d_m$ by division. The two outer bullets of the proof are these two directions.

```lean
lemma G₁_isHermitian (e : ι → ℝ) (n : ι) {V : Matrix ι ι ℂ} (hV : V.IsHermitian)
    (A : Matrix ι ι ℂ) : (G₁ e n V A).IsHermitian := by
  have hO : (offset e n)ᴴ = offset e n := by
    rw [offset, diagonal_conjTranspose]
    refine congrArg Matrix.diagonal (funext fun m => ?_)
    simp
  unfold Matrix.IsHermitian
  simp only [G₁, conjTranspose_add, conjTranspose_mul, conjTranspose_conjTranspose, hO, hV.eq]
  abel
```

$G_1$ is Hermitian because $A^\dagger D$ and $DA$ are each other's adjoints. The preceding theorem therefore applies to it.

```lean
/-- For a non-degenerate level and Hermitian `V`, the pseudo problem with overlap and the
all-electron problem have the same first- and second-order energies. -/
theorem pseudo_levelShift_iff {e : ι → ℝ} {n : ι} {V : Matrix ι ι ℂ}
    (hV : V.IsHermitian) (hn : ∀ m, m ≠ n → e m ≠ e n) (W A B : Matrix ι ι ℂ) (E₁ E₂ : ℂ) :
    IsLevelShift e n (G₁ e n V A) (G₂ e n V W A B) (A + Aᴴ) E₁ E₂
      ↔ IsLevelShift e n V W 0 E₁ E₂ := by
  have h1 : G₁ e n V A n n = V n n := by simp [G₁_apply]
  rw [isLevelShift_iff (G₁_isHermitian e n hV A) hn, isLevelShift_iff hV hn, h1,
    second_order_invariance hV hn, Matrix.zero_apply, mul_zero, sub_zero]

end

end PAWSecondOrder
```

The pseudo problem, with overlap derivative $A+A^\dagger$, and the all-electron problem, with overlap derivative `0`, admit the same $E_1$ and $E_2$. The proof inserts the formula for each side, then uses $(G_1)_{nn}=V_{nn}$ and the identity.

If $t$ is the coordinate of a single harmonic mode, $W_{nn}$ and the sum over $|V_{mn}|^2$, each multiplied by the mean square of $t$, are the Debye–Waller and Fan parts of the level shift in the adiabatic approximation. The pseudo couplings can divide the total differently. $V$ and $W$ are given matrices here, not computed self-consistently, and the energies are defined by the order-by-order equations, with no claim about convergence of the series.

```lean
#print axioms PAWSecondOrder.pencil_expansion
#print axioms PAWSecondOrder.overlap_expansion
#print axioms PAWSecondOrder.pseudo_levelShift_iff
```

```
'PAWSecondOrder.pencil_expansion' depends on axioms: [propext, Classical.choice, Quot.sound]
'PAWSecondOrder.overlap_expansion' depends on axioms: [propext, Classical.choice, Quot.sound]
'PAWSecondOrder.pseudo_levelShift_iff' depends on axioms: [propext, Classical.choice, Quot.sound]
```
